# Drift, two-body and three-body terms of a transcorrelated kinetic energy with pairwise logarithmic gradient

Let a correlation factor \(f\), a product of pair functions, be moved from the wave function into the Hamiltonian. Suppose that the transformed kinetic energy \(f^{-1}Tf\) is then given pair terms only, and that one triangle of its real matrix is copied to the other as if the matrix were symmetric. For three or more particles this can drop a three-body function. If boundary terms vanish, any nonzero contribution of the drift operator \(\sum_i\left(g_i\cdot\nabla_i+\tfrac12(\nabla_i\cdot g_i)\right)\), with \(g_i=f^{-1}\nabla_i f\), also has the wrong sign in the copied elements. The theorems below separate these contributions for real functions and a factor whose logarithmic gradient is a sum over partners. In transcorrelated electronic-structure methods within this model, they show which terms make the kinetic operator non-Hermitian. A multiplicative potential commutes with \(f\) and is unchanged.

## Functions, particles and the correlation factor

```lean
import Mathlib

open Finset
open scoped ContDiff

namespace Transcorrelation

noncomputable section

variable {A ι κ : Type*} [CommRing A] [Algebra ℝ A] [Fintype ι] [DecidableEq ι] [Fintype κ]
```

The functions form a commutative real algebra `A`. The finite types `ι` and `κ` label particles and Cartesian components, so any finite dimension is allowed.

```lean
/-- Kinetic energy `T = -(1/2) ∑ D_ia²`, summed over particles `i` and Cartesian components `a`. -/
def kinetic (D : ι → κ → Derivation ℝ A A) (p : A) : A :=
  (-(1 / 2) : ℝ) • ∑ i, ∑ a, D i a (D i a p)
```

For a function \(p\), this is \(Tp=-\tfrac12\sum_{i,a}D_{ia}^2p\), with \(\hbar\) and all masses equal to one. The symbol `•` multiplies by a real number.

```lean
/-- The logarithmic gradient of the correlation factor `f` at particle `i` is the sum of the
pair vectors `w i j` over the other particles `j`. -/
def HasPairGradient (D : ι → κ → Derivation ℝ A A) (f : Aˣ) (w : ι → ι → κ → A) : Prop :=
  ∀ i a, D i a (f : A) = f * ∑ j ∈ univ.erase i, w i j a
```

The type `Aˣ` contains the invertible elements of `A`, so \(f\) has an inverse in the algebra. The condition reads
\[
D_{ia}f=f\sum_{j\ne i}w_{ija},
\]
where `univ.erase i` is the set of all particles except \(i\). It stands for a Jastrow factor \(f=\exp\sum_{i<j}u(r_{ij})\), for which \(w_{ij}=\nabla_i u(r_{ij})\). Lean does not require \(w_{ij}\) to depend only on particles \(i\) and \(j\). When it does, as for this Jastrow factor, the operators \(A_{ij}\) and the function \(V_2\) defined below consist of two-body terms, and \(V_3\) consists of three-body terms.

```lean
/-- The similarity-transformed kinetic energy `f⁻¹ T f`. -/
def transcorrelated (D : ι → κ → Derivation ℝ A A) (f : Aˣ) (p : A) : A :=
  (↑f⁻¹ : A) * kinetic D (f * p)
```

This is \(f^{-1}T(fp)\), with `↑f⁻¹` the inverse read as an element of `A`.

```lean
/-- The first-order operator `A_ij = w_ij · D_i + (D_i · w_ij) / 2`. -/
def pairDrift (D : ι → κ → Derivation ℝ A A) (w : ι → ι → κ → A) (i j : ι) (p : A) : A :=
  ∑ a, (w i j a * D i a p + (1 / 2 : ℝ) • (D i a (w i j a) * p))
```

The drift operator is
\[
A_{ij}p=\sum_a\left(w_{ija}D_{ia}p+\tfrac12(D_{ia}w_{ija})p\right).
\]

```lean
/-- The function `(1/2) ∑ w_ij · w_ij`, summed over ordered pairs `i ≠ j`. -/
def pairTerm (w : ι → ι → κ → A) : A :=
  (1 / 2 : ℝ) • ∑ i, ∑ j ∈ univ.erase i, ∑ a, w i j a ^ 2
```

This is \(V_2=\tfrac12\sum_{i\ne j}w_{ij}\cdot w_{ij}\), over ordered pairs.

```lean
/-- The function `(1/2) ∑ w_ij · w_ik`, summed over distinct `i, j, k`. -/
def tripleTerm (w : ι → ι → κ → A) : A :=
  (1 / 2 : ℝ) • ∑ i, ∑ j ∈ univ.erase i, ∑ k ∈ (univ.erase i).erase j, ∑ a, w i j a * w i k a
```

This is \(V_3=\tfrac12\sum w_{ij}\cdot w_{ik}\) over distinct \(i,j,k\). It vanishes for fewer than three particles.

## The product rule, used twice

```lean
omit [Fintype ι] in
/-- One second derivative, conjugated by a factor `f` with logarithmic derivative `∑ w_j`, is the
second derivative itself plus first-order, squared and mixed terms. -/
theorem conj_second_derivative (d : Derivation ℝ A A) (f : Aˣ) (s : Finset ι) (w : ι → A)
    (hf : d (f : A) = f * ∑ j ∈ s, w j) (p : A) :
    (↑f⁻¹ : A) * d (d (f * p)) = d (d p)
      + (2 : ℝ) • ∑ j ∈ s, (w j * d p + (1 / 2 : ℝ) • (d (w j) * p))
      + (∑ j ∈ s, w j ^ 2) * p + (∑ j ∈ s, ∑ k ∈ s.erase j, w j * w k) * p := by
  -- the square of the total gradient, split into equal and different partners
  have hsq : (∑ j ∈ s, w j) ^ 2
      = ∑ j ∈ s, w j ^ 2 + ∑ j ∈ s, ∑ k ∈ s.erase j, w j * w k := by
    rw [sq, sum_mul_sum, ← sum_add_distrib]
    refine sum_congr rfl fun j hj => ?_
    rw [sq]
    exact (add_sum_erase s (fun k => w j * w k) hj).symm
  have hdrift : (2 : ℝ) • ∑ j ∈ s, (w j * d p + (1 / 2 : ℝ) • (d (w j) * p))
      = (2 : ℝ) • ((∑ j ∈ s, w j) * d p) + d (∑ j ∈ s, w j) * p := by
    rw [sum_add_distrib, ← smul_sum, ← sum_mul, ← sum_mul, ← map_sum]
    module
  rw [hdrift, add_assoc, ← add_mul, ← hsq]
  generalize (∑ j ∈ s, w j) = g at hf ⊢
  -- the Leibniz rule, used twice
  have h1 : d (f * p) = f * (g * p + d p) := by
    rw [Derivation.leibniz, hf]
    simp only [smul_eq_mul]
    ring
  have h2 : d (d (f * p)) = f * (d (d p) + 2 * (g * d p) + d g * p + g ^ 2 * p) := by
    rw [h1]
    simp only [Derivation.leibniz, map_add, hf, smul_eq_mul]
    ring
  have h3 : (2 : ℝ) • (g * d p) = 2 * (g * d p) := by
    rw [two_smul, two_mul]
  rw [h2, ← mul_assoc, Units.inv_mul, one_mul, h3]
  ring
```

Let \(d\) be one of the derivatives, \(s\) the set of partners and \(g=\sum_{j\in s}w_j\), so that \(df=fg\). Then
\[
d(fp)=f(gp+dp),
\]
\[
\begin{aligned}
d^2(fp)&=fg(gp+dp)+f\left((dg)p+g\,dp+d^2p\right)\\
&=f\left(d^2p+2g\,dp+(dg)p+g^2p\right).
\end{aligned}
\]
Multiplication by \(f^{-1}\) removes the prefactor, and the square splits as
\[
g^2=\sum_jw_j^2+\sum_{j\ne k}w_jw_k .
\]
In Lean, `h1` and `h2` are the two derivatives, `hsq` splits the square, and `generalize` lets the whole sum be handled as the single symbol \(g\).

The proof turns on Mathlib's `Derivation ℝ A A`: a real-linear map from `A` to `A` that comes with the product rule, available as `Derivation.leibniz`. No limits or coordinates are involved. Mathlib states the rule for values in a module, with `•` for the product, and `smul_eq_mul` turns this into ordinary multiplication. After that, `ring` does the commutative algebra. The same rule supplies integration by parts below.

```lean
/-- The transcorrelated kinetic energy is the bare one minus the sum of the operators `A_ij` over `i
≠ j` and minus multiplication by `pairTerm w` and by `tripleTerm w`. -/
theorem transcorrelated_eq (D : ι → κ → Derivation ℝ A A) (f : Aˣ) (w : ι → ι → κ → A)
    (hf : HasPairGradient D f w) (p : A) :
    transcorrelated D f p = kinetic D p - ∑ i, ∑ j ∈ univ.erase i, pairDrift D w i j p
      - pairTerm w * p - tripleTerm w * p := by
  -- contribution of one particle, summed over its Cartesian components
  have key : ∀ i, ∑ a, (↑f⁻¹ : A) * D i a (D i a (f * p)) = ∑ a, D i a (D i a p)
      + (2 : ℝ) • ∑ j ∈ univ.erase i, pairDrift D w i j p
      + (∑ j ∈ univ.erase i, ∑ a, w i j a ^ 2) * p
      + (∑ j ∈ univ.erase i, ∑ k ∈ (univ.erase i).erase j, ∑ a, w i j a * w i k a) * p := by
    intro i
    have e1 : ∑ j ∈ univ.erase i, pairDrift D w i j p = ∑ a, ∑ j ∈ univ.erase i,
        (w i j a * D i a p + (1 / 2 : ℝ) • (D i a (w i j a) * p)) := by
      unfold pairDrift
      exact sum_comm
    have e2 : ∑ j ∈ univ.erase i, ∑ a, w i j a ^ 2
        = ∑ a, ∑ j ∈ univ.erase i, w i j a ^ 2 := sum_comm
    have e3 : ∑ j ∈ univ.erase i, ∑ k ∈ (univ.erase i).erase j, ∑ a, w i j a * w i k a
        = ∑ a, ∑ j ∈ univ.erase i, ∑ k ∈ (univ.erase i).erase j, w i j a * w i k a :=
      (sum_congr rfl fun j _ => sum_comm).trans sum_comm
    rw [sum_congr rfl (fun a _ => conj_second_derivative (D i a) f (univ.erase i)
      (fun j => w i j a) (hf i a) p), e1, e2, e3]
    simp only [sum_add_distrib, ← smul_sum, ← sum_mul]
  unfold transcorrelated kinetic pairTerm tripleTerm
  rw [mul_smul_comm, mul_sum, sum_congr rfl (fun i _ => (mul_sum _ _ _).trans (key i)),
    sum_add_distrib, sum_add_distrib, sum_add_distrib, ← smul_sum, ← sum_mul, ← sum_mul,
    smul_mul_assoc, smul_mul_assoc]
  module
```

The theorem assumes `HasPairGradient`, as do the later theorems on the transcorrelated kinetic energy. Summing over \(i\) and \(a\) and multiplying by \(-\tfrac12\) then gives
\[
f^{-1}Tf\,p=Tp-\sum_{i\ne j}A_{ij}p-V_2p-V_3p.
\]
The step `key` is the contribution of one particle. It interchanges finite sums with `sum_comm`, and `module` collects the real coefficients at the end.

## Symmetry under the integral

```lean
omit [Fintype ι] [DecidableEq ι] in
/-- If the integral of every derivative with respect to particle `i` vanishes, then `A_ij` is
antisymmetric under the integral. -/
theorem pairDrift_antisymm (D : ι → κ → Derivation ℝ A A) (w : ι → ι → κ → A)
    (I : A →ₗ[ℝ] ℝ) (i j : ι) (hI : ∀ a p, I (D i a p) = 0) (p q : A) :
    I (q * pairDrift D w i j p) = -I (p * pairDrift D w i j q) := by
  unfold pairDrift
  rw [mul_sum, mul_sum, map_sum, map_sum, ← sum_neg_distrib]
  refine sum_congr rfl fun a _ => ?_
  -- the symmetrised integrand is a total derivative
  have e : q * (w i j a * D i a p + (1 / 2 : ℝ) • (D i a (w i j a) * p))
      + p * (w i j a * D i a q + (1 / 2 : ℝ) • (D i a (w i j a) * q))
      = D i a (w i j a * (p * q)) := by
    have c1 : q * (D i a (w i j a) * p) = D i a (w i j a) * (p * q) := by ring
    have c2 : p * (D i a (w i j a) * q) = D i a (w i j a) * (p * q) := by ring
    have half : (1 / 2 : ℝ) • (D i a (w i j a) * (p * q))
        + (1 / 2 : ℝ) • (D i a (w i j a) * (p * q)) = D i a (w i j a) * (p * q) := by module
    simp only [Derivation.leibniz, smul_eq_mul]
    rw [mul_add q, mul_add p, mul_smul_comm, mul_smul_comm, c1, c2]
    linear_combination half
  have h := congrArg I e
  rw [map_add, hI] at h
  linarith
```

The integral is a linear map \(I:A\to\mathbb R\) that vanishes on derivatives, which stands for the absence of boundary terms. Here only derivatives for particle \(i\) are needed. By the product rule,
\[
\begin{aligned}
qA_{ij}p+pA_{ij}q
&=\sum_a\left[w_{ija}(qD_{ia}p+pD_{ia}q)+(D_{ia}w_{ija})pq\right]\\
&=\sum_aD_{ia}(w_{ija}pq).
\end{aligned}
\]
Applying \(I\) gives \(I(qA_{ij}p)=-I(pA_{ij}q)\). The equation `e` is this identity for one component.

Since \(I\) acts on all of `A`, constants included, a periodic cell fits directly, while the integral over unbounded space does not. Factors with cusps would need separate care at the coalescence points.

```lean
omit [DecidableEq ι] in
/-- If the integral of every derivative vanishes, the kinetic energy is symmetric under the
integral. -/
theorem kinetic_symm (D : ι → κ → Derivation ℝ A A) (I : A →ₗ[ℝ] ℝ)
    (hI : ∀ i a p, I (D i a p) = 0) (p q : A) :
    I (q * kinetic D p) = I (p * kinetic D q) := by
  -- integration by parts
  have parts : ∀ i a (u v : A), I (u * D i a v) = -I (v * D i a u) := by
    intro i a u v
    have h := hI i a (u * v)
    rw [Derivation.leibniz, map_add, smul_eq_mul, smul_eq_mul] at h
    linarith
  unfold kinetic
  rw [mul_smul_comm, mul_smul_comm, map_smul, map_smul]
  simp only [mul_sum, map_sum]
  congr 1
  refine sum_congr rfl fun i _ => sum_congr rfl fun a _ => ?_
  rw [parts i a q, parts i a p, mul_comm]
```

From \(I(D_{ia}(uv))=0\) follows `parts`, \(I(uD_{ia}v)=-I(vD_{ia}u)\). Hence
\[
I(qD_{ia}^2p)=-I\left((D_{ia}p)(D_{ia}q)\right)=I(pD_{ia}^2q),
\]
and the sum with prefactor \(-\tfrac12\) shows that \(T\) is symmetric.

```lean
/-- If the integral of every derivative vanishes, then under the integral the symmetric part of the
transcorrelated kinetic energy is `T` minus `pairTerm w` and `tripleTerm w`, and its antisymmetric
part is minus the sum of the `A_ij` over `i ≠ j`. -/
theorem transcorrelated_parts (D : ι → κ → Derivation ℝ A A) (f : Aˣ) (w : ι → ι → κ → A)
    (hf : HasPairGradient D f w) (I : A →ₗ[ℝ] ℝ) (hI : ∀ i a p, I (D i a p) = 0) (p q : A) :
    (I (q * transcorrelated D f p) + I (p * transcorrelated D f q)) / 2
        = I (q * (kinetic D p - pairTerm w * p - tripleTerm w * p)) ∧
    (I (q * transcorrelated D f p) - I (p * transcorrelated D f q)) / 2
        = -∑ i, ∑ j ∈ univ.erase i, I (q * pairDrift D w i j p) := by
  have expand : ∀ u v : A, I (v * transcorrelated D f u) = I (v * kinetic D u)
      - ∑ i, ∑ j ∈ univ.erase i, I (v * pairDrift D w i j u)
      - I (v * (pairTerm w * u)) - I (v * (tripleTerm w * u)) := by
    intro u v
    rw [transcorrelated_eq D f w hf]
    simp only [mul_sub, map_sub, mul_sum, map_sum]
  have hA : ∑ i, ∑ j ∈ univ.erase i, I (p * pairDrift D w i j q)
      = -∑ i, ∑ j ∈ univ.erase i, I (q * pairDrift D w i j p) := by
    simp only [← sum_neg_distrib]
    exact sum_congr rfl fun i _ => sum_congr rfl fun j _ =>
      pairDrift_antisymm D w I i j (hI i) q p
  have hT := kinetic_symm D I hI p q
  have h2 : p * (pairTerm w * q) = q * (pairTerm w * p) := by ring
  have h3 : p * (tripleTerm w * q) = q * (tripleTerm w * p) := by ring
  rw [expand p q, expand q p, hA, h2, h3, mul_sub, mul_sub, map_sub, map_sub]
  constructor <;> linarith
```

Write \(M(q,p)=I(q\,f^{-1}Tf\,p)\). Exchanging \(p\) and \(q\) leaves the \(T\), \(V_2\) and \(V_3\) terms unchanged, the last two by commutativity, and reverses the sign of each \(A_{ij}\) term. Half the sum and half the difference are therefore
\[
\tfrac12[M(q,p)+M(p,q)]=I\left(q(T-V_2-V_3)p\right),
\]
\[
\tfrac12[M(q,p)-M(p,q)]=-\sum_{i\ne j}I(qA_{ij}p).
\]
Lean expands both matrix elements with `expand`, inserts the symmetries, and finishes with `linarith`.

```lean
/-- If the integral of every derivative vanishes, the operators `A_ij` drop out of a diagonal matrix
element of the transcorrelated kinetic energy. -/
theorem transcorrelated_diagonal (D : ι → κ → Derivation ℝ A A) (f : Aˣ) (w : ι → ι → κ → A)
    (hf : HasPairGradient D f w) (I : A →ₗ[ℝ] ℝ) (hI : ∀ i a p, I (D i a p) = 0) (p : A) :
    I (p * transcorrelated D f p)
      = I (p * (kinetic D p - pairTerm w * p - tripleTerm w * p)) := by
  have h := (transcorrelated_parts D f w hf I hI p p).1
  linarith
```

For \(q=p\) the drift terms vanish. The function \(p\) is not normalised here; if \(I(p^2)\ne0\), the normalised value is \(I(p(T-V_2-V_3)p)/I(p^2)\).

## Three particles and a periodic angle

```lean
/-- Smooth real functions of an angle, with period `2π`. -/
def Periodic : Subalgebra ℝ (ℝ → ℝ) where
  carrier := {g | ContDiff ℝ ∞ g ∧ ∀ x, g (x + 2 * Real.pi) = g x}
  mul_mem' := fun ha hb => ⟨ha.1.mul hb.1, fun x => congrArg₂ (· * ·) (ha.2 x) (hb.2 x)⟩
  add_mem' := fun ha hb => ⟨ha.1.add hb.1, fun x => congrArg₂ (· + ·) (ha.2 x) (hb.2 x)⟩
  algebraMap_mem' := fun _ => ⟨contDiff_const, fun _ => rfl⟩
```

A concrete algebra is given by the smooth real functions of period \(2\pi\). Sums, products and constants stay within it.

```lean
/-- A smooth periodic function has its derivative at every angle. -/
theorem periodic_hasDerivAt (g : Periodic) (x : ℝ) : HasDerivAt g.1 (deriv g.1 x) x :=
  ((contDiff_infty_iff_deriv.1 g.2.1).1 x).hasDerivAt
```

Each of these functions is differentiable at every angle.

```lean
/-- Differentiation with respect to the angle. -/
def angleDeriv : Derivation ℝ Periodic Periodic :=
  Derivation.mk'
    { toFun := fun g => ⟨deriv g.1, (contDiff_infty_iff_deriv.1 g.2.1).2, fun x => by
        have h : (fun y => g.1 (y + 2 * Real.pi)) = g.1 := funext g.2.2
        have h' := deriv_comp_add_const g.1 (2 * Real.pi) x
        rw [h] at h'
        exact h'.symm⟩
      map_add' := fun g h => Subtype.ext (funext fun x =>
        ((periodic_hasDerivAt g x).add (periodic_hasDerivAt h x)).deriv)
      map_smul' := fun c g => Subtype.ext (funext fun x =>
        ((periodic_hasDerivAt g x).const_smul c).deriv) }
    (fun g h => Subtype.ext (funext fun x =>
      ((periodic_hasDerivAt g x).mul (periodic_hasDerivAt h x)).deriv.trans (by
        show _ = g.1 x * deriv h.1 x + h.1 x * deriv g.1 x
        ring)))
```

The derivative \(d/d\theta\) is again smooth and periodic, and it satisfies linearity and the product rule, so it is a `Derivation`.

```lean
/-- The integral over one period. -/
def periodIntegral : Periodic →ₗ[ℝ] ℝ where
  toFun g := ∫ x in (0 : ℝ)..(2 * Real.pi), g.1 x
  map_add' g h := intervalIntegral.integral_add
    (g.2.1.continuous.intervalIntegrable _ _) (h.2.1.continuous.intervalIntegrable _ _)
  map_smul' c g := intervalIntegral.integral_smul c g.1
```

Here \(I(g)=\int_0^{2\pi}g(\theta)\,d\theta\).

```lean
/-- The cosine as a smooth periodic function. -/
def cosine : Periodic := ⟨Real.cos, Real.contDiff_cos, Real.cos_add_two_pi⟩
```

This is \(\cos\theta\) as an element of the algebra.

```lean
/-- The correlation factor `exp (3 sin θ)` with its inverse `exp (-3 sin θ)`. -/
def expSine : Periodicˣ where
  val := ⟨fun x => Real.exp (3 * Real.sin x),
    (contDiff_const.mul Real.contDiff_sin).exp, fun x => by simp⟩
  inv := ⟨fun x => Real.exp (-3 * Real.sin x),
    (contDiff_const.mul Real.contDiff_sin).exp, fun x => by simp⟩
  val_inv := Subtype.ext (funext fun x => by
    show Real.exp (3 * Real.sin x) * Real.exp (-3 * Real.sin x) = 1
    rw [← Real.exp_add, ← Real.exp_zero]
    congr 1
    ring)
  inv_val := Subtype.ext (funext fun x => by
    show Real.exp (-3 * Real.sin x) * Real.exp (3 * Real.sin x) = 1
    rw [← Real.exp_add, ← Real.exp_zero]
    congr 1
    ring)
```

The factor is \(f=e^{3\sin\theta}\), with inverse \(e^{-3\sin\theta}\).

```lean
/-- Derivatives of functions of `θ = x₂ - x₀` with respect to the coordinates of three particles
in one dimension: `D_i = (i - 1) d/dθ`. -/
def ringD (i : Fin 3) (_ : Fin 1) : Derivation ℝ Periodic Periodic :=
  (((i : ℕ) : ℝ) - 1) • angleDeriv
```

With particles numbered 0, 1, 2 and \(\theta=x_2-x_0\), the chain rule gives \(D_i=(i-1)\,d/d\theta\).

```lean
/-- The pair functions `w_ij = (i - j) cos θ`. -/
def ringW (i j : Fin 3) (_ : Fin 1) : Periodic :=
  (((i : ℕ) : ℝ) - ((j : ℕ) : ℝ)) • cosine
```

The choice is \(w_{ij}=(i-j)\cos\theta\). It illustrates the algebra; for the pairs that include particle 1, these are not functions of the pair's own separation.

```lean
/-- For three particles, the factor `exp (3 sin θ)` satisfies `HasPairGradient` with `w_ij = (i - j)
cos θ`, and the integral over a period vanishes on all derivatives. -/
theorem transcorrelated_witness : HasPairGradient ringD expSine ringW ∧
    ∀ i a p, periodIntegral (ringD i a p) = 0 := by
  constructor
  · intro i a
    have h : angleDeriv (expSine : Periodic) = expSine * ((3 : ℝ) • cosine) :=
      Subtype.ext (funext fun x => ((Real.hasDerivAt_sin x).const_mul 3).exp.deriv)
    have s : ∑ j ∈ univ.erase i, (((i : ℕ) : ℝ) - ((j : ℕ) : ℝ))
        = 3 * (((i : ℕ) : ℝ) - 1) := by
      rw [sum_erase _ (by simp), Fin.sum_univ_three]
      show ((i : ℕ) : ℝ) - ((0 : ℕ) : ℝ) + (((i : ℕ) : ℝ) - ((1 : ℕ) : ℝ))
        + (((i : ℕ) : ℝ) - ((2 : ℕ) : ℝ)) = _
      push_cast
      ring
    show (((i : ℕ) : ℝ) - 1) • angleDeriv (expSine : Periodic)
      = expSine * ∑ j ∈ univ.erase i, (((i : ℕ) : ℝ) - ((j : ℕ) : ℝ)) • cosine
    rw [h, ← sum_smul, s, mul_smul_comm, mul_smul_comm]
    module
  · intro i a p
    -- the boundary values at 0 and 2π agree
    have h : periodIntegral (angleDeriv p) = 0 := by
      have h1 : periodIntegral (angleDeriv p) = p.1 (2 * Real.pi) - p.1 0 :=
        intervalIntegral.integral_eq_sub_of_hasDerivAt (fun x _ => periodic_hasDerivAt p x)
          ((angleDeriv p).2.1.continuous.intervalIntegrable _ _)
      have h2 := p.2.2 0
      rw [zero_add] at h2
      rw [h1, h2, sub_self]
    show periodIntegral ((((i : ℕ) : ℝ) - 1) • angleDeriv p) = 0
    rw [map_smul, h, smul_zero]

end

end Transcorrelation
```

Both hypotheses are satisfied. First,
\[
\sum_{j\ne i}(i-j)\cos\theta=3(i-1)\cos\theta=f^{-1}D_if.
\]
Second, \(\int_0^{2\pi}p'(\theta)\,d\theta=p(2\pi)-p(0)=0\) by periodicity. Inserting \(w_{ij}\) into the definitions gives \(V_2=6\cos^2\theta\) and \(V_3=3\cos^2\theta\). This \(V_3\) is not a genuine three-body term, because \(f\) depends only on particles 0 and 2. For the same factor, the choice \(w_{20}=-w_{02}=3\cos\theta\), with all other \(w_{ij}\) zero, gives \(V_2=9\cos^2\theta\) and \(V_3=0\). The factor fixes only the sum \(V_2+V_3\); the split depends on the choice of \(w_{ij}\).

```lean
#print axioms Transcorrelation.transcorrelated_diagonal
```

```
'Transcorrelation.transcorrelated_diagonal' depends on axioms: [propext, Classical.choice, Quot.sound]
```
